# The two-level Schottky heat capacity has exactly one peak, at a gap above $2k_BT$, for every degeneracy ratio

If the heat capacity of a two-level system could have several peaks, a peak temperature would not determine the gap: each candidate peak would give its own conversion factor from temperature to energy. Even with a single peak, the conversion fails if the wrong degeneracy ratio is put in. A spin 1 with axial zero-field splitting has a singlet and a doublet, and the sign of the splitting decides which of them lies lower, so the ratio of upper to lower degeneracy is either $2$ or $1/2$. The two cases peak at different values of gap over temperature.

Write $\Delta>0$ for the gap, $T$ for the temperature in units with $k_B=1$, $x=\Delta/T$ for the reduced gap, and $g>0$ for the ratio of upper to lower degeneracy. The heat capacity in units of $k_B$ is

$$C(x)=\frac{g\,x^2e^x}{(e^x+g)^2}.$$

For each $g>0$ there is one number $x_0>2$ that is both the only maximizer of $C$ on $x>0$ and the only positive solution of

$$(x-2)e^x=g(x+2).$$

At fixed $\Delta$ the peak therefore lies at $T=\Delta/x_0$. This is the relation needed to read a zero-field gap from a heat-capacity peak, for non-interacting centres with two levels, a temperature-independent gap and no lattice contribution.

```lean
import Mathlib

open Set

namespace SchottkyDegeneracy

noncomputable section
```

## From Boltzmann weights to the heat capacity

Put the lower level at energy $0$ with degeneracy $g_0$ and the upper level at $\Delta$ with degeneracy $g_1$. With the Boltzmann factor $w=e^{-\Delta/T}$, the partition function is $g_0+g_1w$, and the mean energy is

$$E(T)=\frac{g_1\Delta\,w}{g_0+g_1w}.$$

In `meanEnergy` the degeneracies are real numbers, so integer degeneracies are a special case.

```lean
/-- Thermal mean energy, at temperature `T` in units with `k_B = 1`, of a level at energy `0`
with degeneracy `g₀` and a level at energy `Δ` with degeneracy `g₁`. -/
def meanEnergy (g₀ g₁ Δ T : ℝ) : ℝ :=
  g₁ * Δ * Real.exp (-Δ / T) / (g₀ + g₁ * Real.exp (-Δ / T))
```

The heat capacity is defined separately, as a function of the ratio $g$ and the reduced gap $x$ alone.

```lean
/-- Schottky heat capacity in units of `k_B`, as a function of the reduced gap `x = Δ / T`,
for the degeneracy ratio `g` of upper to lower level. -/
def heatCapacity (g x : ℝ) : ℝ :=
  g * x ^ 2 * Real.exp x / (Real.exp x + g) ^ 2
```

The two definitions have to be connected by a temperature derivative. Since $dw/dT=w\,\Delta/T^2$, the quotient rule gives

$$\frac{dE}{dT}
=\frac{g_1\Delta\,\dfrac{dw}{dT}\,(g_0+g_1w)-g_1\Delta\,w\,g_1\dfrac{dw}{dT}}{(g_0+g_1w)^2}
=\frac{g_0g_1\,(\Delta/T)^2\,w}{(g_0+g_1w)^2}.$$

Divide numerator and denominator by $g_0^2$ and set $g=g_1/g_0$. With $w=e^{-x}$, multiplying both by $e^{2x}$ then yields

$$\frac{dE}{dT}=\frac{g\,x^2e^{-x}}{(1+g\,e^{-x})^2}=\frac{g\,x^2e^x}{(e^x+g)^2}=C(x).$$

The theorem `meanEnergy_hasDerivAt` says that $E$ is differentiable at every $T>0$ with this derivative, for positive $g_0$ and $g_1$. It allows any real $\Delta$; the restriction to positive reduced gaps enters only with the peak. In the proof, `hw` is the derivative of the Boltzmann factor. The remaining lines apply the quotient rule, replace $e^{-\Delta/T}$ by $1/e^{\Delta/T}$, and verify the resulting identity between rational expressions with `field_simp` and `ring`.

```lean
/-- The temperature derivative of the mean energy is the Schottky heat capacity at
`x = Δ / T` and `g = g₁ / g₀`. -/
theorem meanEnergy_hasDerivAt {g₀ g₁ T : ℝ} (Δ : ℝ) (h₀ : 0 < g₀) (h₁ : 0 < g₁) (hT : 0 < T) :
    HasDerivAt (meanEnergy g₀ g₁ Δ) (heatCapacity (g₁ / g₀) (Δ / T)) T := by
  -- derivative of the Boltzmann factor
  have hw : HasDerivAt (fun t : ℝ => Real.exp (-Δ / t))
      (Real.exp (-Δ / T) * (Δ / T ^ 2)) T := by
    have h := ((hasDerivAt_const T (-Δ)).fun_div (hasDerivAt_id' T) hT.ne').exp
    exact h.congr_deriv (by ring)
  have hne : g₀ + g₁ * Real.exp (-Δ / T) ≠ 0 := by positivity
  refine ((hw.const_mul (g₁ * Δ)).fun_div ((hw.const_mul g₁).const_add g₀) hne).congr_deriv ?_
  have hexp : Real.exp (-Δ / T) = (Real.exp (Δ / T))⁻¹ := by rw [neg_div, Real.exp_neg]
  have he := Real.exp_pos (Δ / T)
  unfold heatCapacity
  rw [hexp]
  generalize Real.exp (Δ / T) = e at he ⊢
  field_simp
  ring
```

## The sign of the slope

Differentiating $C$ with respect to $x$ gives

$$C'(x)=\frac{g\,e^x\left[(2x+x^2)(e^x+g)-2x^2e^x\right]}{(e^x+g)^3}.$$

A factor $x$ comes out of the bracket, and the terms in $e^x$ combine:

$$C'(x)=\frac{g\,x\,e^x\left[g(x+2)-(x-2)e^x\right]}{(e^x+g)^3}.$$

For $x>0$ every factor outside the bracket is positive. The curve rises where $g(x+2)$ exceeds $(x-2)e^x$ and falls where it is smaller, and a stationary point is a solution of the peak equation.

The Lean proof assembles the same derivative from the product, power and quotient rules, then compares the two fractions by cross-multiplication.

```lean
/-- Slope of the heat capacity in the reduced gap. -/
theorem heatCapacity_hasDerivAt {g : ℝ} (hg : 0 < g) (x : ℝ) :
    HasDerivAt (heatCapacity g)
      (g * x * Real.exp x * (g * (x + 2) - (x - 2) * Real.exp x) / (Real.exp x + g) ^ 3) x := by
  have hne : Real.exp x + g ≠ 0 := by positivity
  have h0 : HasDerivAt (fun y : ℝ => y ^ 2) (2 * x) x := by simpa using hasDerivAt_pow 2 x
  have h1 := (h0.const_mul g).fun_mul (Real.hasDerivAt_exp x)
  have h2 : HasDerivAt (fun y : ℝ => (Real.exp y + g) ^ 2)
      (2 * (Real.exp x + g) * Real.exp x) x :=
    (((Real.hasDerivAt_exp x).add_const g).fun_pow 2).congr_deriv (by norm_num)
  refine (h1.fun_div h2 (pow_ne_zero 2 hne)).congr_deriv ?_
  rw [div_eq_div_iff (by positivity) (by positivity)]
  ring
```

## The slope changes sign at most once

Suppose that at some $x>0$ the slope is no longer positive, which means

$$g(x+2)\le (x-2)e^x.$$

The left side is positive, so the right side must be positive as well, and this forces $x>2$. The lower bound on the peak position comes from this observation. The proof of `two_lt_of_balance` runs it by contradiction: for $x\le 2$ the right side would be at most zero.

```lean
/-- At a positive reduced gap, `(x - 2) exp x` can reach `g (x + 2)` only if `x > 2`. -/
theorem two_lt_of_balance {g x : ℝ} (hg : 0 < g) (hx : 0 < x)
    (h : g * (x + 2) ≤ (x - 2) * Real.exp x) : 2 < x := by
  by_contra hc
  have h1 : (x - 2) * Real.exp x ≤ 0 :=
    mul_nonpos_of_nonpos_of_nonneg (by linarith [not_lt.mp hc]) (Real.exp_pos x).le
  have h2 : 0 < g * (x + 2) := by positivity
  linarith
```

The same inequality also forces $e^x>g$. If $e^x\le g$ held, then, because $x-2>0$,

$$(x-2)e^x\le (x-2)g<(x+2)g,$$

against the assumption.

Now take any $y>x$. Adding and subtracting terms gives the identity

$$(y-2)e^y-g(y+2)=(y-2)(e^y-e^x)+(y-x)(e^x-g)+\left[(x-2)e^x-g(x+2)\right].$$

The first two terms on the right are positive and the last is non-negative. Hence $(y-2)e^y>g(y+2)$: once the curve has stopped rising, it falls strictly at every larger reduced gap.

In `balance_persists`, `hge` is the inequality $e^x>g$, while `h1` and `h2` are the positivity of the first two terms. The final `nlinarith` adds them to the hypothesis, as the identity does.

```lean
/-- For `g > 0`: if `(x - 2) exp x` is at least `g (x + 2)` at some `x > 0`, then `(y - 2) exp y` is
strictly larger than `g (y + 2)` at every `y > x`. -/
theorem balance_persists {g x y : ℝ} (hg : 0 < g) (hx : 0 < x) (hxy : x < y)
    (h : g * (x + 2) ≤ (x - 2) * Real.exp x) : g * (y + 2) < (y - 2) * Real.exp y := by
  have hx2 := two_lt_of_balance hg hx h
  have hge : g < Real.exp x := by
    by_contra hc
    have h1 : (x - 2) * Real.exp x ≤ (x - 2) * g :=
      mul_le_mul_of_nonneg_left (not_lt.mp hc) (by linarith)
    nlinarith
  have h1 : 0 < (y - 2) * (Real.exp y - Real.exp x) :=
    mul_pos (by linarith) (by linarith [Real.exp_lt_exp.mpr hxy])
  have h2 : 0 < (y - x) * (Real.exp x - g) := mul_pos (by linarith) (by linarith)
  nlinarith
```

## A root of the peak equation is the strict maximum

Let $x_0>0$ solve the peak equation.

For $0<y<x_0$ the slope is positive. Otherwise the previous step, applied from $y$ to $x_0$, would give $(x_0-2)e^{x_0}>g(x_0+2)$, contradicting equality. For $y>x_0$ the slope is negative, by the same step applied from $x_0$ to $y$. So $C$ increases strictly up to $x_0$ and decreases strictly afterwards, and

$$C(x)<C(x_0)\qquad\text{for every } x>0,\ x\ne x_0.$$

The two cases of the Lean proof are the two sides of the peak. `hmono` gives strict increase on $[0,x_0]$ and `hanti` strict decrease on $[x_0,\infty)$. Both use the mean-value criterion, which asks for continuity on the closed set and a definite sign of the derivative in its interior.

```lean
/-- At a positive solution `x₀` of the peak equation the heat capacity is strictly larger than
at any other positive reduced gap. -/
theorem heatCapacity_lt_peak {g x₀ x : ℝ} (hg : 0 < g) (h₀ : 0 < x₀)
    (heq : (x₀ - 2) * Real.exp x₀ = g * (x₀ + 2)) (hx : 0 < x) (hne : x ≠ x₀) :
    heatCapacity g x < heatCapacity g x₀ := by
  have hcont : Continuous (heatCapacity g) :=
    continuous_iff_continuousAt.mpr fun y => (heatCapacity_hasDerivAt hg y).continuousAt
  rcases lt_or_gt_of_ne hne with hlt | hgt
  · -- the heat capacity rises up to the peak
    have hmono : StrictMonoOn (heatCapacity g) (Icc 0 x₀) := by
      refine strictMonoOn_of_deriv_pos (convex_Icc 0 x₀) hcont.continuousOn fun y hy => ?_
      rw [interior_Icc] at hy
      have hy0 : 0 < y := hy.1
      have hs : 0 < g * (y + 2) - (y - 2) * Real.exp y := by
        by_contra hc
        have := balance_persists hg hy0 hy.2 (by linarith [not_lt.mp hc])
        linarith
      rw [(heatCapacity_hasDerivAt hg y).deriv]
      positivity
    exact hmono ⟨hx.le, hlt.le⟩ ⟨h₀.le, le_rfl⟩ hlt
  · -- and falls beyond it
    have hanti : StrictAntiOn (heatCapacity g) (Ici x₀) := by
      refine strictAntiOn_of_deriv_neg (convex_Ici x₀) hcont.continuousOn fun y hy => ?_
      rw [interior_Ici] at hy
      have hy0 : 0 < y := lt_trans h₀ hy
      have hs := balance_persists hg h₀ hy heq.ge
      rw [(heatCapacity_hasDerivAt hg y).deriv]
      exact div_neg_of_neg_of_pos
        (mul_neg_of_pos_of_neg (by positivity) (by linarith)) (by positivity)
    exact hanti (mem_Ici.mpr le_rfl) (mem_Ici.mpr hgt.le) hgt
```

## The root exists and is unique

It remains to find a root. Consider

$$f(x)=(x-2)e^x-g(x+2).$$

At $x=2$ its value is $-4g<0$. At $b=3+5g$ the bound $e^b\ge b+1$ gives

$$f(b)\ge(1+5g)(4+5g)-g(5+5g)=4+20g+20g^2>0.$$

By the intermediate value theorem, $f$ vanishes at some $x_0$ between $2$ and $b$, and the first consequence of the balance inequality makes $x_0>2$ strict. Two different positive roots cannot exist, because equality at the smaller one would force strict inequality at the larger one.

The theorem `schottky_peak` takes any real $g>0$ and supplies one $x_0$ with three properties:

- $x_0>2$;
- a positive $x$ solves the peak equation if and only if $x=x_0$;
- a positive $x$ satisfies $C(y)\le C(x)$ for all $y>0$ if and only if $x=x_0$.

Each equivalence contains both existence and uniqueness: read from right to left it says that $x_0$ has the property, and from left to right that no other positive number has it.

In the proof, `ha` and `hb` are the signs at the two ends of the interval. The comparison of two roots uses `lt_trichotomy` with `balance_persists`, and the statement about maximizers follows from `heatCapacity_lt_peak`.

```lean
/-- For every degeneracy ratio `g > 0` there is a reduced gap `x₀ > 2` that is the only positive
solution of `(x - 2) exp x = g (x + 2)` and the only maximizer of the heat capacity on `x > 0`. -/
theorem schottky_peak {g : ℝ} (hg : 0 < g) :
    ∃ x₀ : ℝ, 2 < x₀ ∧
      (∀ x, 0 < x → ((x - 2) * Real.exp x = g * (x + 2) ↔ x = x₀)) ∧
      (∀ x, 0 < x → ((∀ y, 0 < y → heatCapacity g y ≤ heatCapacity g x) ↔ x = x₀)) := by
  -- the balance changes sign between 2 and 3 + 5g
  have hc : ContinuousOn (fun x : ℝ => (x - 2) * Real.exp x - g * (x + 2))
      (Icc 2 (3 + 5 * g)) := by fun_prop
  have hb : 0 ≤ (3 + 5 * g - 2) * Real.exp (3 + 5 * g) - g * (3 + 5 * g + 2) := by
    have h1 : 0 ≤ (1 + 5 * g) * (Real.exp (3 + 5 * g) - (3 + 5 * g + 1)) :=
      mul_nonneg (by positivity) (by linarith [Real.add_one_le_exp (3 + 5 * g)])
    nlinarith [sq_nonneg g]
  have ha : (2 - 2) * Real.exp 2 - g * (2 + 2) ≤ 0 := by linarith
  obtain ⟨x₀, hmem, hroot⟩ := intermediate_value_Icc (by linarith) hc ⟨ha, hb⟩
  have heq : (x₀ - 2) * Real.exp x₀ = g * (x₀ + 2) := sub_eq_zero.mp hroot
  have h₀ : 0 < x₀ := by linarith [hmem.1]
  refine ⟨x₀, two_lt_of_balance hg h₀ heq.ge, fun x hx => ⟨fun h => ?_, fun h => ?_⟩,
    fun x hx => ⟨fun h => ?_, fun h y hy => ?_⟩⟩
  · -- two distinct roots would contradict the single sign change
    rcases lt_trichotomy x x₀ with hl | he | hl
    · linarith [balance_persists hg hx hl h.ge]
    · exact he
    · linarith [balance_persists hg h₀ hl heq.ge]
  · rw [h]
    exact heq
  · by_contra hne
    linarith [h x₀ h₀, heatCapacity_lt_peak hg h₀ heq hx hne]
  · rw [h]
    rcases eq_or_ne y x₀ with he | hne
    · exact (congrArg (heatCapacity g) he).le
    · exact (heatCapacity_lt_peak hg h₀ heq hy hne).le
```

## A larger degeneracy ratio moves the peak to a larger reduced gap

Let $x$ solve the peak equation for $g$ and let $x'>0$ solve it for a larger ratio $g'$. Then

$$(x'-2)e^{x'}=g'(x'+2)>g(x'+2),$$

so at $x'$ the curve belonging to $g$ is already falling. If $x=x'$, this contradicts the peak equation for $g$. If $x>x'$, the inequality persists up to $x$ and contradicts it again. Hence $x<x'$.

At a fixed gap, the system with the larger ratio peaks at the lower temperature. For the spin 1 of the opening, a doublet above a singlet therefore peaks at a lower temperature than a singlet above a doublet with the same gap.

The formal statement `peak_strictly_increases` requires only $x'$ to be positive; a solution $x\le 0$ would satisfy the conclusion trivially.

```lean
/-- The positive solution of the peak equation moves to a strictly larger reduced gap when the
degeneracy ratio increases. -/
theorem peak_strictly_increases {g g' x x' : ℝ} (hg : 0 < g) (hgg : g < g') (hx' : 0 < x')
    (h : (x - 2) * Real.exp x = g * (x + 2))
    (h' : (x' - 2) * Real.exp x' = g' * (x' + 2)) : x < x' := by
  have h1 : 0 < (g' - g) * (x' + 2) := mul_pos (by linarith) (by linarith)
  have h2 : g * (x' + 2) < (x' - 2) * Real.exp x' := by linarith
  by_contra hc
  rcases (not_lt.mp hc).eq_or_lt with he | hl
  · rw [he] at h2
    linarith
  · linarith [balance_persists hg hx' hl h2.le]
```

## The bound 2 is approached as the upper degeneracy ratio vanishes

The peak equation can be solved for the ratio instead of the position. Given any $x_0>2$, set

$$g=\frac{(x_0-2)e^{x_0}}{x_0+2}.$$

This is positive, and $x_0$ solves the peak equation for it, so $x_0$ is the strict maximizer of the corresponding curve. Every number above $2$ thus occurs as a peak position, and no larger lower bound can hold for all $g>0$. Here the freedom to take $g$ real matters: a prescribed $x_0$ generally calls for a ratio that no pair of integer degeneracies realises.

The proof of `every_gap_above_two_is_a_peak` checks that this $g$ is positive, cancels the denominator to recover the peak equation, and applies `heatCapacity_lt_peak`.

```lean
/-- Every `x₀ > 2` is the strict maximizer of the heat capacity on `x > 0` for the positive
degeneracy ratio `(x₀ - 2) exp x₀ / (x₀ + 2)`. -/
theorem every_gap_above_two_is_a_peak {x₀ : ℝ} (h₀ : 2 < x₀) :
    0 < (x₀ - 2) * Real.exp x₀ / (x₀ + 2) ∧
      ∀ x, 0 < x → x ≠ x₀ →
        heatCapacity ((x₀ - 2) * Real.exp x₀ / (x₀ + 2)) x <
          heatCapacity ((x₀ - 2) * Real.exp x₀ / (x₀ + 2)) x₀ := by
  have hg : 0 < (x₀ - 2) * Real.exp x₀ / (x₀ + 2) :=
    div_pos (mul_pos (by linarith) (Real.exp_pos x₀)) (by linarith)
  have hne : x₀ + 2 ≠ 0 := by linarith
  exact ⟨hg, fun x hx hxne =>
    heatCapacity_lt_peak hg (by linarith) (div_mul_cancel₀ _ hne).symm hx hxne⟩

end

end SchottkyDegeneracy
```

The limit $g\to0$ shows how the bound is approached. The function $(x+2)e^{-x}$ decreases for $x\ge 2$, so the peak equation gives, by an estimate made here by hand and not in the Lean file,

$$0<x_0-2=g(x_0+2)e^{-x_0}<4e^{-2}g.$$

The peak position tends to $2$ while the heat capacity itself tends to zero at each fixed $x$. At $g=0$ the upper level carries no weight, $C$ vanishes identically, and there is no longer a unique maximizer.

```lean
#print axioms SchottkyDegeneracy.meanEnergy_hasDerivAt
#print axioms SchottkyDegeneracy.schottky_peak
#print axioms SchottkyDegeneracy.peak_strictly_increases
#print axioms SchottkyDegeneracy.every_gap_above_two_is_a_peak
```

```
'SchottkyDegeneracy.meanEnergy_hasDerivAt' depends on axioms: [propext, Classical.choice, Quot.sound]
'SchottkyDegeneracy.schottky_peak' depends on axioms: [propext, Classical.choice, Quot.sound]
'SchottkyDegeneracy.peak_strictly_increases' depends on axioms: [propext, Classical.choice, Quot.sound]
'SchottkyDegeneracy.every_gap_above_two_is_a_peak' depends on axioms: [propext, Classical.choice, Quot.sound]
```
